# The substitution u = √r′ p removes the first derivative from u″ = Qu on a smooth radial mesh

An atomic orbital varies rapidly near the nucleus and slowly far away, so its radial equation is often solved on a mesh that is uniform in a coordinate \(x\) but not in the radius \(r(x)\). Changing the variable alone spoils the equation. If \(u''=Q(r)\,u\), then \(v(x)=u(r(x))\) obeys

\[
v''=r'^2\,Q(r)\,v+\frac{r''}{r'}\,v' ,
\]

and the standard Numerov formula has no place for a term in \(v'\). Rescaling by \(\sqrt{r'}\) removes that term but in general leaves another behind. If this remainder is forgotten on a logarithmic mesh, an s wave near the origin can come out as \(\sqrt r\) instead of \(r\).

Here \(u\) is the reduced radial function, \(r\) times the radial wavefunction, and \(Q\) collects the centrifugal term, the potential and the energy. Primes on \(r\), \(v\) and \(p\) mean derivatives in \(x\); primes on \(u\) mean derivatives in the radius. For a mesh map with three derivatives and \(r'>0\), and for \(u\) twice differentiable at the mesh radii, the substitution \(u(r(x))=\sqrt{r'(x)}\,p(x)\) gives

\[
u''=Qu \ \text{ at } r(x)
\quad\Longleftrightarrow\quad
p''=\Bigl(r'^2Q(r)-\tfrac12 S\Bigr)p \ \text{ at } x,
\qquad
S=\frac{r'''}{r'}-\frac32\Bigl(\frac{r''}{r'}\Bigr)^2 .
\]

In Lean 4 with Mathlib:

```lean
import Mathlib

open Topology

namespace RadialMeshSubstitution

noncomputable section
```

## The mesh and the two functions on it

A mesh is an open set \(D\) of coordinates, a map \(r\), and its three derivatives. The subscripts in `r₁`, `r₂`, `r₃` count derivatives; they do not label mesh points. The third derivative has to exist but need not be continuous.

```lean
/-- A radial mesh: a map `r` from an open set `D` of mesh coordinates to radii, three times
differentiable with derivatives `r₁`, `r₂`, `r₃`, and with `r₁ > 0` on `D`. -/
structure Mesh where
  D : Set ℝ
  isOpen_D : IsOpen D
  r : ℝ → ℝ
  r₁ : ℝ → ℝ
  r₂ : ℝ → ℝ
  r₃ : ℝ → ℝ
  hr : ∀ x ∈ D, HasDerivAt r (r₁ x) x
  hr₁ : ∀ x ∈ D, HasDerivAt r₁ (r₂ x) x
  hr₂ : ∀ x ∈ D, HasDerivAt r₂ (r₃ x) x
  pos : ∀ x ∈ D, 0 < r₁ x
```

The combination \(S\) is the Schwarzian derivative of the map.

```lean
/-- The Schwarzian derivative `r'''/r' - (3/2) (r''/r')²` of the mesh map, meant for `x` in the
mesh domain, where `r' > 0`. -/
def Mesh.schwarzian (m : Mesh) (x : ℝ) : ℝ :=
  m.r₃ x / m.r₁ x - 3 / 2 * (m.r₂ x / m.r₁ x) ^ 2
```

The functions `u₁` and `u₂` stand for \(u'\) and \(u''\), as functions of the radius. Their existence is required only at radii that the mesh reaches. This is an assumption on \(u\), not a consequence of the equation. It generally excludes a radius at which the potential jumps, and \(D\) may be chosen to avoid such a point.

```lean
/-- At every radius reached by the mesh, `u` has derivative `u₁` and `u₁` has derivative `u₂`. -/
def Mesh.TwiceDiff (m : Mesh) (u u₁ u₂ : ℝ → ℝ) : Prop :=
  ∀ x ∈ m.D, HasDerivAt u (u₁ (m.r x)) (m.r x) ∧ HasDerivAt u₁ (u₂ (m.r x)) (m.r x)
```

The function \(p\) is tied to \(u\) by the substitution and by nothing else. In particular, its differentiability is not assumed.

```lean
/-- The radial substitution `u(r(x)) = √(r'(x)) p(x)` on the mesh domain. -/
def Mesh.Substitution (m : Mesh) (u p : ℝ → ℝ) : Prop :=
  ∀ x ∈ m.D, u (m.r x) = √(m.r₁ x) * p x
```

## First derivative

Since \(r'>0\), the substitution can be solved for \(p=u(r)/\sqrt{r'}\). The quotient and chain rules give

\[
p'=\frac{u'(r)\,r'}{\sqrt{r'}}-\frac{u(r)\,r''}{2\,r'^{3/2}}
=\sqrt{r'}\,u'(r)-\frac{r''}{2r'}\,p .
\]

```lean
variable {m : Mesh} {u u₁ u₂ p : ℝ → ℝ} {x : ℝ}

/-- For twice differentiable `u`, the substituted function `p` is differentiable on the mesh
domain, with `p' = √r' u'(r) - r''/(2r') p`. -/
theorem hasDerivAt_substituted (hu : m.TwiceDiff u u₁ u₂) (hp : m.Substitution u p)
    (hx : x ∈ m.D) :
    HasDerivAt p (√(m.r₁ x) * u₁ (m.r x) - m.r₂ x / (2 * m.r₁ x) * p x) x := by
  have hpos := m.pos x hx
  have hw0 : √(m.r₁ x) ≠ 0 := (Real.sqrt_pos.2 hpos).ne'
  have hsq : √(m.r₁ x) ^ 2 = m.r₁ x := Real.sq_sqrt hpos.le
  have hw := (m.hr₁ x hx).sqrt hpos.ne'
  have hU : HasDerivAt (fun y => u (m.r y)) (u₁ (m.r x) * m.r₁ x) x :=
    (hu x hx).1.comp x (m.hr x hx)
  -- near `x` the substitution can be solved for `p`
  have heq : p =ᶠ[𝓝 x] fun y => u (m.r y) / √(m.r₁ y) := by
    filter_upwards [m.isOpen_D.mem_nhds hx] with y hy
    rw [hp y hy, mul_div_cancel_left₀ _ (Real.sqrt_pos.2 (m.pos y hy)).ne']
  refine ((hU.fun_div hw hw0).congr_of_eventuallyEq heq).congr_deriv ?_
  rw [hp x hx]
  generalize √(m.r₁ x) = w at hw0 hsq ⊢
  rw [← hsq]
  field_simp
```

The statement `heq` says that the solved form holds in a whole neighbourhood of \(x\), which is what differentiating it requires; the openness of \(D\) supplies the neighbourhood. At the end \(\sqrt{r'}\) is renamed `w` and \(r'\) is written as \(w^2\), so that only a rational identity remains.

## Second derivative

Differentiating once more,

\[
p''=\frac{r''}{2\sqrt{r'}}\,u'(r)+r'^{3/2}u''(r)
-\Bigl(\frac{r'''}{2r'}-\frac{r''^2}{2r'^2}\Bigr)p
-\frac{r''}{2r'}\Bigl(\sqrt{r'}\,u'(r)-\frac{r''}{2r'}\,p\Bigr).
\]

The two terms in \(u'\) are \(\pm\, r''u'/(2\sqrt{r'})\) and cancel. The coefficient of \(p\) is

\[
-\frac{r'''}{2r'}+\frac{r''^2}{2r'^2}+\frac{r''^2}{4r'^2}
=-\frac{r'''}{2r'}+\frac34\Bigl(\frac{r''}{r'}\Bigr)^2=-\frac S2 ,
\]

so that \(p''=r'^{3/2}u''(r)-\tfrac12 S\,p\). No differential equation has been used yet.

```lean
/-- For twice differentiable `u`, the second derivative of the substituted function is
`p'' = r' √r' u''(r) - (S/2) p`, with `S` the Schwarzian derivative of the mesh map. -/
theorem hasDerivAt_deriv_substituted (hu : m.TwiceDiff u u₁ u₂) (hp : m.Substitution u p)
    (hx : x ∈ m.D) :
    HasDerivAt (deriv p)
      (m.r₁ x * √(m.r₁ x) * u₂ (m.r x) - m.schwarzian x / 2 * p x) x := by
  have hpos := m.pos x hx
  have hw0 : √(m.r₁ x) ≠ 0 := (Real.sqrt_pos.2 hpos).ne'
  have hsq : √(m.r₁ x) ^ 2 = m.r₁ x := Real.sq_sqrt hpos.le
  have hw := (m.hr₁ x hx).sqrt hpos.ne'
  have hU : HasDerivAt (fun y => u₁ (m.r y)) (u₂ (m.r x) * m.r₁ x) x :=
    (hu x hx).2.comp x (m.hr x hx)
  have hc := (m.hr₂ x hx).fun_div ((m.hr₁ x hx).const_mul 2) (by positivity)
  have heq : deriv p =ᶠ[𝓝 x]
      fun y => √(m.r₁ y) * u₁ (m.r y) - m.r₂ y / (2 * m.r₁ y) * p y := by
    filter_upwards [m.isOpen_D.mem_nhds hx] with y hy
    exact (hasDerivAt_substituted hu hp hy).deriv
  refine (((hw.fun_mul hU).fun_sub
    (hc.fun_mul (hasDerivAt_substituted hu hp hx))).congr_of_eventuallyEq heq).congr_deriv ?_
  -- the terms with the first derivative of `u` cancel
  simp only [Mesh.schwarzian]
  generalize √(m.r₁ x) = w at hw0 hsq ⊢
  rw [← hsq]
  field_simp
  ring
```

The previous theorem, applied at every point near \(x\), identifies `deriv p` with the formula for \(p'\). The product rule then acts on that formula, and `field_simp` with `ring` carries out the cancellation.

## Inserting the radial equation

If \(u''=Qu\) at \(r(x)\), then

\[
r'^{3/2}u''(r)=r'^{3/2}\,Q(r)\,\sqrt{r'}\,p=r'^2Q(r)\,p ,
\]

which is the transformed equation. Conversely, if the transformed equation holds, comparing it with the general formula for \(p''\) gives \(r'^{3/2}u''(r)=r'^{3/2}Q(r)u(r)\), and the positive factor \(r'^{3/2}\) cancels.

```lean
/-- Let `u` be twice differentiable and `u(r(x)) = √(r'(x)) p(x)` on the mesh domain. Then
`u'' = Q u` holds at the radius `r(x)` if and only if `p'' = (r'² Q(r) - S/2) p` holds at `x`. -/
theorem radial_equation_iff (hu : m.TwiceDiff u u₁ u₂) (hp : m.Substitution u p)
    (hx : x ∈ m.D) (Q : ℝ → ℝ) :
    u₂ (m.r x) = Q (m.r x) * u (m.r x) ↔
      HasDerivAt (deriv p)
        ((m.r₁ x ^ 2 * Q (m.r x) - m.schwarzian x / 2) * p x) x := by
  have hpos := m.pos x hx
  have hsq : √(m.r₁ x) ^ 2 = m.r₁ x := Real.sq_sqrt hpos.le
  have h2 := hasDerivAt_deriv_substituted hu hp hx
  have key : m.r₁ x ^ 2 * Q (m.r x) * p x
      = m.r₁ x * √(m.r₁ x) * (Q (m.r x) * u (m.r x)) := by
    rw [hp x hx]
    linear_combination (-(m.r₁ x * Q (m.r x) * p x)) * hsq
  constructor
  · intro h
    refine h2.congr_deriv ?_
    rw [h]
    linear_combination -key
  · intro h
    have e := h2.unique h
    -- cancel the positive factor `r' √r'`
    apply mul_left_cancel₀ (mul_pos hpos (Real.sqrt_pos.2 hpos)).ne'
    linear_combination e + key
```

The equivalence holds at one coordinate \(x\) at a time, for an arbitrary function `Q`, while the substitution is assumed on all of \(D\). The right-hand side says that `deriv p` has the stated derivative, which includes the existence of \(p''\). In the proof, `key` is the displayed identity with \(Q\), and `h2.unique h` is the comparison of the two expressions for \(p''\).

The theorem concerns functions of a continuous coordinate. Computing an orbital also involves boundary conditions, the determination of the energy, and a difference formula on finitely many mesh points, which has its own error.

## The logarithmic mesh and (l + 1/2)²

Take \(r=a\,e^{bx}\) with \(a,b>0\). Each derivative multiplies by \(b\).

```lean
/-- The derivative of `c exp(bx)` is `c b exp(bx)`. -/
theorem hasDerivAt_scaled_exp (c b x : ℝ) :
    HasDerivAt (fun y => c * Real.exp (b * y)) (c * b * Real.exp (b * x)) x :=
  ((((hasDerivAt_id' x).const_mul b).exp).const_mul c).congr_deriv (by ring)
```

Hence \(r'=br\), \(r''=b^2r\) and \(r'''=b^3r\). The mesh covers all positive radii as \(x\) runs over the real line.

```lean
/-- The logarithmic mesh `r = a exp(bx)` on the whole line, with `a, b > 0`. -/
def logMesh (a b : ℝ) (ha : 0 < a) (hb : 0 < b) : Mesh where
  D := Set.univ
  isOpen_D := isOpen_univ
  r := fun x => a * Real.exp (b * x)
  r₁ := fun x => a * b * Real.exp (b * x)
  r₂ := fun x => a * b * b * Real.exp (b * x)
  r₃ := fun x => a * b * b * b * Real.exp (b * x)
  hr := fun x _ => hasDerivAt_scaled_exp a b x
  hr₁ := fun x _ => hasDerivAt_scaled_exp (a * b) b x
  hr₂ := fun x _ => hasDerivAt_scaled_exp (a * b * b) b x
  pos := fun _ _ => mul_pos (mul_pos ha hb) (Real.exp_pos _)
```

The Schwarzian derivative is constant:

\[
S=b^2-\tfrac32 b^2=-\tfrac12 b^2 .
\]

```lean
/-- The logarithmic mesh has the constant Schwarzian derivative `-b²/2`. -/
theorem logMesh_schwarzian (a b : ℝ) (ha : 0 < a) (hb : 0 < b) (x : ℝ) :
    (logMesh a b ha hb).schwarzian x = -b ^ 2 / 2 := by
  have he := (Real.exp_pos (b * x)).ne'
  simp only [Mesh.schwarzian, logMesh]
  generalize Real.exp (b * x) = t at he ⊢
  field_simp
  ring
```

In Hartree atomic units the radial Schrödinger equation for angular momentum \(l\), potential \(V\) and energy \(E\) has \(Q=l(l+1)/r^2+2(V-E)\). With \(r'^2=b^2r^2\) and \(-S/2=b^2/4\),

\[
r'^2Q-\tfrac12S=b^2\Bigl(l(l+1)+\tfrac14+2r^2(V-E)\Bigr)
=b^2\Bigl(\bigl(l+\tfrac12\bigr)^2+2r^2(V-E)\Bigr).
\]

For \(a=b=1\), where \(r=e^x\) and \(u=\sqrt r\,p\), the term \(l(l+1)\) has become \((l+\tfrac12)^2\).

```lean
/-- On the logarithmic mesh `r = a exp(bx)` the radial Schrödinger equation
`u'' = (l(l+1)/r² + 2(V - E)) u`, for twice differentiable `u` and with `u(r(x)) = √(r'(x)) p(x)` on
the mesh, is equivalent to `p'' = b² ((l + 1/2)² + 2r²(V - E)) p`. -/
theorem schrodinger_logMesh (a b : ℝ) (ha : 0 < a) (hb : 0 < b)
    (hu : (logMesh a b ha hb).TwiceDiff u u₁ u₂)
    (hp : (logMesh a b ha hb).Substitution u p) (V : ℝ → ℝ) (E l x r : ℝ)
    (hr : r = a * Real.exp (b * x)) :
    u₂ r = (l * (l + 1) / r ^ 2 + 2 * (V r - E)) * u r ↔
      HasDerivAt (deriv p)
        (b ^ 2 * ((l + 1 / 2) ^ 2 + 2 * r ^ 2 * (V r - E)) * p x) x := by
  subst hr
  have h := radial_equation_iff hu hp (Set.mem_univ x)
    (fun s => l * (l + 1) / s ^ 2 + 2 * (V s - E))
  rw [logMesh_schwarzian] at h
  -- the Schwarzian term completes the square: `l(l+1) + 1/4 = (l + 1/2)²`
  have e : ((a * b * Real.exp (b * x)) ^ 2 * (l * (l + 1) / (a * Real.exp (b * x)) ^ 2
        + 2 * (V (a * Real.exp (b * x)) - E)) - -b ^ 2 / 2 / 2) * p x
      = b ^ 2 * ((l + 1 / 2) ^ 2 + 2 * (a * Real.exp (b * x)) ^ 2
        * (V (a * Real.exp (b * x)) - E)) * p x := by
    have he := (Real.exp_pos (b * x)).ne'
    generalize V (a * Real.exp (b * x)) = v
    generalize Real.exp (b * x) = t at he ⊢
    field_simp
    ring
  rw [← e]
  exact h
```

In this statement `r` is a single radius, fixed by `hr`, and `l` may be any real number. The hypothesis `hu` asks for two derivatives of \(u\) at every positive radius, so a potential with a jump generally calls for `radial_equation_iff` on a smaller domain. The identity `e` completes the square. The transformed equation suits atomic and pseudopotential solvers that work on a logarithmic mesh, for one electron in a given local potential.

The simplest case shows the quarter at work. For \(l=0\) and \(V=E\) the equation is \(u''=0\), with the regular solution \(u=r\). Then \(p=r/\sqrt{br}=\sqrt{r/b}\), which is proportional to \(e^{bx/2}\) and satisfies \(p''=\tfrac14b^2p\). Without the quarter one would have \(p''=0\), whose constant solution gives \(u\propto\sqrt r\).

## A rational mesh with no additional term

The map \(r=a(1+x)/(1-x)\), with \(a>0\), takes \(-1<x<1\) onto all positive radii. The quotient rule gives its first derivative, and the rule for inverse powers of \(1-x\) gives the next two.

```lean
/-- For `x ≠ 1` the derivative of `c/(1-x)^(n+1)` is `(n+1) c/(1-x)^(n+2)`. -/
theorem hasDerivAt_inverse_power (c : ℝ) (n : ℕ) (hx : x ≠ 1) :
    HasDerivAt (fun y => c / (1 - y) ^ (n + 1)) ((n + 1) * c / (1 - x) ^ (n + 2)) x := by
  have h0 : 1 - x ≠ 0 := sub_ne_zero.2 hx.symm
  have h := (hasDerivAt_const x c).fun_div
    (((hasDerivAt_id' x).const_sub 1).fun_pow (n + 1)) (pow_ne_zero _ h0)
  refine h.congr_deriv ?_
  rw [Nat.add_sub_cancel]
  push_cast
  generalize 1 - x = t at h0 ⊢
  field_simp
  ring
```

They are

\[
r'=\frac{2a}{(1-x)^2},\qquad r''=\frac{4a}{(1-x)^3},\qquad r'''=\frac{12a}{(1-x)^4}.
\]

```lean
/-- The rational mesh `r = a(1+x)/(1-x)` on `-1 < x < 1`, with `a > 0`. -/
def rationalMesh (a : ℝ) (ha : 0 < a) : Mesh where
  D := Set.Ioo (-1) 1
  isOpen_D := isOpen_Ioo
  r := fun x => a * (1 + x) / (1 - x)
  r₁ := fun x => 2 * a / (1 - x) ^ 2
  r₂ := fun x => 4 * a / (1 - x) ^ 3
  r₃ := fun x => 12 * a / (1 - x) ^ 4
  hr := fun x hx =>
    ((((hasDerivAt_id' x).const_add 1).const_mul a).fun_div
      ((hasDerivAt_id' x).const_sub 1) (sub_ne_zero.2 hx.2.ne')).congr_deriv (by ring)
  hr₁ := fun x hx =>
    (hasDerivAt_inverse_power (2 * a) 1 hx.2.ne).congr_deriv (by push_cast; ring)
  hr₂ := fun x hx =>
    (hasDerivAt_inverse_power (4 * a) 2 hx.2.ne).congr_deriv (by push_cast; ring)
  pos := fun x hx => div_pos (by linarith) (pow_pos (sub_pos.2 hx.2) 2)
```

Therefore

\[
S=\frac{6}{(1-x)^2}-\frac32\Bigl(\frac{2}{1-x}\Bigr)^2=0 ,
\]

and the transformed equation is \(p''=r'^2Q(r)\,p\).

This mesh exposes an error that the logarithmic one hides. Suppose that \(r''/(2r')\) is treated as a constant in the second differentiation. The additional coefficient then comes out as \((r''/(2r'))^2\). On the logarithmic mesh that ratio really is constant, and the result \(b^2/4\) is correct. On the rational mesh the same error gives \(1/(1-x)^2\) where the true coefficient is zero.

```lean
/-- On the rational mesh `r = a(1+x)/(1-x)`, `-1 < x < 1`, the equation `u'' = Q u` for twice
differentiable `u`, with `u(r(x)) = √(r'(x)) p(x)` on the mesh domain, is equivalent to
`p'' = r'² Q(r) p`, without an additional term. -/
theorem radial_equation_rationalMesh (a : ℝ) (ha : 0 < a)
    (hu : (rationalMesh a ha).TwiceDiff u u₁ u₂)
    (hp : (rationalMesh a ha).Substitution u p) (hx : x ∈ Set.Ioo (-1 : ℝ) 1)
    (Q : ℝ → ℝ) (r : ℝ) (hr : r = a * (1 + x) / (1 - x)) :
    u₂ r = Q r * u r ↔
      HasDerivAt (deriv p) ((2 * a / (1 - x) ^ 2) ^ 2 * Q r * p x) x := by
  subst hr
  have h := radial_equation_iff hu hp hx Q
  -- the Schwarzian derivative of this mesh map vanishes
  have hS : (rationalMesh a ha).schwarzian x = 0 := by
    have h0 : 1 - x ≠ 0 := sub_ne_zero.2 hx.2.ne'
    simp only [Mesh.schwarzian, rationalMesh]
    generalize 1 - x = t at h0 ⊢
    field_simp
    ring
  rw [hS, zero_div, sub_zero] at h
  exact h

end

end RadialMeshSubstitution
```

```lean
#print axioms RadialMeshSubstitution.hasDerivAt_deriv_substituted
#print axioms RadialMeshSubstitution.schrodinger_logMesh
#print axioms RadialMeshSubstitution.radial_equation_rationalMesh
```

```
'RadialMeshSubstitution.hasDerivAt_deriv_substituted' depends on axioms: [propext, Classical.choice, Quot.sound]
'RadialMeshSubstitution.schrodinger_logMesh' depends on axioms: [propext, Classical.choice, Quot.sound]
'RadialMeshSubstitution.radial_equation_rationalMesh' depends on axioms: [propext, Classical.choice, Quot.sound]
```
